# The trial residuals p(A)r₀ with deg p ≤ k and p(0) = 1 are the vectors r₀ + Au with u in the k-th Krylov space

In a Krylov method for linear equations, the trial residuals of step k are the vectors p(A)r₀, where p is a real polynomial of degree at most k with p(0) = 1. The lemma `isTrialResidual_iff` states that these are exactly the vectors r₀ + Au, with u in the span of r₀, Ar₀, …, Aᵏ⁻¹r₀. Here A is any linear map of a real inner product space to itself, not necessarily symmetric, and r₀ is any vector, not necessarily normalised; the dimension may be infinite. From left to right, the proof reads u off the coefficients of p; from right to left, it builds the polynomial by induction on k, adding one power of A at a time.

As first written in Lean, the proof fails:

```lean
import Mathlib

open Polynomial
open scoped InnerProductSpace

namespace CropThreeVector

variable {E : Type*} [NormedAddCommGroup E] [InnerProductSpace ℝ E]

/-- A trial residual of step `k`: a vector `p(A) r₀` with `deg p ≤ k` and `p(0) = 1`. -/
def IsTrialResidual (A : Module.End ℝ E) (r₀ : E) (k : ℕ) (r : E) : Prop :=
  ∃ p : ℝ[X], p.natDegree ≤ k ∧ p.eval 0 = 1 ∧ r = aeval A p r₀

/-- The Krylov space spanned by `r₀, A r₀, …, A^(k-1) r₀`. -/
def krylov (A : Module.End ℝ E) (r₀ : E) (k : ℕ) : Submodule ℝ E :=
  Submodule.span ℝ ((fun j : ℕ => (A ^ j) r₀) '' Set.Iio k)

variable {A : Module.End ℝ E} {r₀ : E}

/-- The vectors of the next Krylov space are exactly the sums of a multiple of `A^k r₀` and a vector
of the current one. -/
theorem mem_krylov_succ {k : ℕ} {x : E} :
    x ∈ krylov A r₀ (k + 1) ↔ ∃ a : ℝ, ∃ z ∈ krylov A r₀ k, x = a • (A ^ k) r₀ + z := by
  have h : Set.Iio (k + 1) = insert k (Set.Iio k) := by
    ext j
    simp only [Set.mem_Iio, Set.mem_insert_iff]
    omega
  have e : krylov A r₀ (k + 1) = Submodule.span ℝ
      (insert ((A ^ k) r₀) ((fun j : ℕ => (A ^ j) r₀) '' Set.Iio k)) := by
    unfold krylov
    rw [h, Set.image_insert_eq]
  rw [e]
  exact Submodule.mem_span_insert

/-- The trial residuals of step `k` are the vectors `r₀ + A u` with `u` in the Krylov space. -/
theorem isTrialResidual_iff {k : ℕ} {r : E} :
    IsTrialResidual A r₀ k r ↔ ∃ u ∈ krylov A r₀ k, r = r₀ + A u := by
  constructor
  · rintro ⟨p, hp, h0, rfl⟩
    rw [← coeff_zero_eq_eval_zero] at h0
    refine ⟨∑ i ∈ Finset.range k, p.coeff (i + 1) • (A ^ i) r₀, ?_, ?_⟩
    · exact Submodule.sum_mem _ fun i hi => Submodule.smul_mem _ _
        (Submodule.subset_span ⟨i, Finset.mem_range.1 hi, rfl⟩)
    · rw [aeval_eq_sum_range' (Nat.lt_succ_of_le hp), Finset.sum_range_succ']
      simp only [LinearMap.add_apply, LinearMap.sum_apply, LinearMap.smul_apply, map_sum,
        map_smul, pow_succ', Module.End.mul_apply, pow_zero, Module.End.one_apply, h0, one_smul]
      exact add_comm _ _
  · rintro ⟨u, hu, rfl⟩
    -- build the polynomial one power at a time
    induction k generalizing u with
    | zero =>
      have h : u = 0 := by simpa [krylov] using hu
      exact ⟨1, by simp, by simp, by simp [h]⟩
    | succ k ih =>
      obtain ⟨a, z, hz, rfl⟩ := mem_krylov_succ.1 hu
      obtain ⟨p, hp, h0, e⟩ := ih z hz
      refine ⟨p + C a * X ^ (k + 1), ?_, by simp [h0], ?_⟩
      · exact natDegree_add_le_of_degree_le (hp.trans (Nat.le_succ k))
          (natDegree_C_mul_X_pow_le a (k + 1))
      · have e' : aeval A (C a * X ^ (k + 1)) r₀ = a • A ((A ^ k) r₀) := by
          rw [← smul_eq_C_mul, map_smul, map_pow, aeval_X, pow_succ']
          rfl
        rw [map_add, LinearMap.add_apply, ← e, e', map_add, map_smul]
        abel

end CropThreeVector
```

The error:

```
Main.lean:63:21: error: Tactic `rewrite` failed: Did not find an occurrence of the pattern
  (?f + ?g) ?x
in the target expression
  r₀ + (A (a • (A ^ k) r₀) + A z) = ((aeval A) (p + C a * X ^ (k + 1))) r₀

case mpr.succ.refine_2
E : Type u_1
inst✝¹ : NormedAddCommGroup E
inst✝ : InnerProductSpace ℝ E
A : Module.End ℝ E
r₀ : E
k : ℕ
ih : ∀ u ∈ krylov A r₀ k, IsTrialResidual A r₀ k (r₀ + A u)
a : ℝ
z : E
hz : z ∈ krylov A r₀ k
hu : a • (A ^ k) r₀ + z ∈ krylov A r₀ (k + 1)
p : ℝ[X]
hp : p.natDegree ≤ k
h0 : eval 0 p = 1
e : r₀ + A z = ((aeval A) p) r₀
e' : ((aeval A) (C a * X ^ (k + 1))) r₀ = a • A ((A ^ k) r₀)
⊢ r₀ + (A (a • (A ^ k) r₀) + A z) = ((aeval A) (p + C a * X ^ (k + 1))) r₀
```

What went wrong. The error comes in the induction step, where the goal has a sum under a map on each side: `A` applied to `a • (A ^ k) r₀ + z` on the left, and `aeval A` applied to `p + C a * X ^ (k + 1)` on the right. The first `map_add` was meant for the right side, but it names no map, and Lean used it on the left. The goal in the message shows this: `A` has been distributed, while `aeval A` still stands before the whole polynomial. So there was no sum of linear maps applied to a vector, which is the pattern `LinearMap.add_apply` needs.

The repair proves the splitting of the right side separately, as `e''`. There `map_add (aeval A)` names the map to be expanded, and `rfl` does the work of `LinearMap.add_apply`, since a sum of linear maps is by definition applied term by term. The final `rw` begins with `e''`, after which `← e` and `e'` find their terms. The `map_add` that follows is now wanted on the left, where it distributes `A`; `map_smul` takes out the scalar, and `abel` reorders the sum.

The repair, with which the file compiles:

```diff
@@ -61,5 +61,9 @@
           rw [← smul_eq_C_mul, map_smul, map_pow, aeval_X, pow_succ']
           rfl
-        rw [map_add, LinearMap.add_apply, ← e, e', map_add, map_smul]
+        have e'' : aeval A (p + C a * X ^ (k + 1)) r₀ =
+            aeval A p r₀ + aeval A (C a * X ^ (k + 1)) r₀ := by
+          rw [map_add (aeval A)]
+          rfl
+        rw [e'', ← e, e', map_add, map_smul]
         abel
 
```
